# Raising compounds alone by a constant energy per atom can remove a stable compound from the convex hull

The theorem `hullDecomposition_lost` concerns a model binary system with just three phases, A, B and AB, whose energies per formula unit are 0, 0 and −1. For the overall composition AB, one unit of the compound has the lowest total energy among all non-negative real amounts of the phases with that composition. This ceases to hold when the compound is raised by one energy unit per atom and the elements are left alone, since AB then has energy +1, while separate A and B have total energy 0. The proof gets the first half from the balance of A, which allows at most one unit of AB, and the second by comparing the shifted compound with the separate elements.

An attempt in Lean 4 with a fault in it:

```lean
import Mathlib

open Finset

namespace HullDecompositionLost

noncomputable section

variable {κ ι : Type*} [Fintype ι]

/-- A composition is elemental when one chemical element is present in positive amount and
all others are absent. -/
def IsElemental (x : κ → ℝ) : Prop :=
  ∃ k, 0 < x k ∧ ∀ k', k' ≠ k → x k' = 0

open scoped Classical in
/-- The energy of a phase of composition `x` after the shift: an elemental phase keeps its
energy `e`, every other phase receives the additional energy `l x`. -/
def shiftedEnergy (l : (κ → ℝ) →ₗ[ℝ] ℝ) (x : κ → ℝ) (e : ℝ) : ℝ :=
  if IsElemental x then e else e + l x

/-- Non-negative amounts `f` of the phases that together have the composition `c`. -/
def IsDecomposition (comp : ι → κ → ℝ) (c : κ → ℝ) (f : ι → ℝ) : Prop :=
  (∀ j, 0 ≤ f j) ∧ ∑ j, f j • comp j = c

/-- A decomposition of `c` whose products have the lowest total energy among all
decompositions of `c`. -/
def IsHullDecomposition (comp : ι → κ → ℝ) (E : ι → ℝ) (c : κ → ℝ) (f : ι → ℝ) : Prop :=
  IsDecomposition comp c f ∧
    ∀ g, IsDecomposition comp c g → ∑ j, f j * E j ≤ ∑ j, g j * E j

/-- The compositions of the phases A, B and AB of a binary system. -/
def binaryComp : Fin 3 → Fin 2 → ℝ := ![![1, 0], ![0, 1], ![1, 1]]

/-- Energies of A, B and AB: zero for the elements and `-1` for the compound. -/
def binaryEnergy : Fin 3 → ℝ := ![0, 0, -1]

/-- The number of atoms in a binary composition, as a linear function. -/
def atomCount : (Fin 2 → ℝ) →ₗ[ℝ] ℝ where
  toFun x := x 0 + x 1
  map_add' x y := by
    simp only [Pi.add_apply]
    ring
  map_smul' a x := by
    simp only [Pi.smul_apply, smul_eq_mul, RingHom.id_apply]
    ring

/-- In the binary system, the phase AB alone is a hull decomposition of the composition AB,
and ceases to be one when compounds are raised by one energy unit per atom. -/
theorem hullDecomposition_lost :
    IsHullDecomposition binaryComp binaryEnergy ![1, 1] ![0, 0, 1] ∧
      ¬ IsHullDecomposition binaryComp
        (fun j => shiftedEnergy atomCount (binaryComp j) (binaryEnergy j))
        ![1, 1] ![0, 0, 1] := by
  constructor
  · refine ⟨⟨fun j => by fin_cases j <;> simp, ?_⟩, fun g hg => ?_⟩
    · ext k
      fin_cases k <;> simp [Fin.sum_univ_three, binaryComp]
    · -- the balance of A allows at most one unit of AB
      have h := congrFun hg.2 0
      simp [Fin.sum_univ_three, binaryComp] at h
      have h0 := hg.1 0
      simp [Fin.sum_univ_three, binaryEnergy]
      linarith
  · intro h
    have hA : IsElemental (binaryComp 0) :=
      ⟨0, by simp [binaryComp], fun k hk => by fin_cases k <;> simp_all [binaryComp]⟩
    have hB : IsElemental (binaryComp 1) :=
      ⟨1, by simp [binaryComp], fun k hk => by fin_cases k <;> simp_all [binaryComp]⟩
    have hAB : ¬ IsElemental (binaryComp 2) := by
      rintro ⟨k, -, hk⟩
      fin_cases k
      · have h1 : (1 : ℝ) = 0 := hk 1 (by decide)
        norm_num at h1
      · have h1 : (1 : ℝ) = 0 := hk 0 (by decide)
        norm_num at h1
    have e0 : shiftedEnergy atomCount (binaryComp 0) (binaryEnergy 0) = 0 := by
      rw [shiftedEnergy, if_pos hA]
      simp [binaryEnergy]
    have e1 : shiftedEnergy atomCount (binaryComp 1) (binaryEnergy 1) = 0 := by
      rw [shiftedEnergy, if_pos hB]
      simp [binaryEnergy]
    have e2 : shiftedEnergy atomCount (binaryComp 2) (binaryEnergy 2) = 1 := by
      rw [shiftedEnergy, if_neg hAB]
      norm_num [binaryEnergy, binaryComp, atomCount]
    -- after the shift the separate elements are lower in energy
    have hg : IsDecomposition binaryComp ![1, 1] ![1, 1, 0] := by
      refine ⟨fun j => by fin_cases j <;> simp, ?_⟩
      ext k
      fin_cases k <;> simp [Fin.sum_univ_three, binaryComp]
    have h2 := h.2 _ hg
    simp only [Fin.sum_univ_three, e0, e1, e2] at h2
    norm_num at h2

end

end HullDecompositionLost
```

The error:

```
Main.lean:83:77: error: unsolved goals
h : IsHullDecomposition binaryComp (fun j => shiftedEnergy atomCount (binaryComp j) (binaryEnergy j)) ![1, 1] ![0, 0, 1]
hA : IsElemental (binaryComp 0)
hB : IsElemental (binaryComp 1)
hAB : ¬IsElemental (binaryComp 2)
e0 : shiftedEnergy atomCount (binaryComp 0) (binaryEnergy 0) = 0
e1 : shiftedEnergy atomCount (binaryComp 1) (binaryEnergy 1) = 0
⊢ ![0, 0, -1] 2 +
      (Matrix.vecCons 1 (fun i => Matrix.vecCons 0 (fun i => 1) i) 2 +
        Matrix.vecCons 0 (fun i => Matrix.vecCons 1 (fun i => 1) i) 2) =
    1
Main.lean:65:2: error: unsolved goals
case right
h : IsHullDecomposition binaryComp (fun j => shiftedEnergy atomCount (binaryComp j) (binaryEnergy j)) ![1, 1] ![0, 0, 1]
hA : IsElemental (binaryComp 0)
hB : IsElemental (binaryComp 1)
hAB : ¬IsElemental (binaryComp 2)
e0 : shiftedEnergy atomCount (binaryComp 0) (binaryEnergy 0) = 0
e1 : shiftedEnergy atomCount (binaryComp 1) (binaryEnergy 1) = 0
e2 : shiftedEnergy atomCount (binaryComp 2) (binaryEnergy 2) = 1
hg : IsDecomposition binaryComp ![1, 1] ![1, 1, 0]
h2 : ![0, 0, 1] 2 ≤ ![1, 1, 0] 2
⊢ False
```

Fix (accepted with no message):

```diff
@@ -83,5 +83,6 @@
     have e2 : shiftedEnergy atomCount (binaryComp 2) (binaryEnergy 2) = 1 := by
       rw [shiftedEnergy, if_neg hAB]
-      norm_num [binaryEnergy, binaryComp, atomCount]
+      change (-1 : ℝ) + (1 + 1) = 1
+      norm_num
     -- after the shift the separate elements are lower in energy
     have hg : IsDecomposition binaryComp ![1, 1] ![1, 1, 0] := by
@@ -92,4 +93,6 @@
     simp only [Fin.sum_univ_three, e0, e1, e2] at h2
     norm_num at h2
+    have h3 : (1 : ℝ) ≤ 0 := h2
+    norm_num at h3
 
 end
```

Cause. Both errors have the same cause: `norm_num` did not evaluate vector literals at index 2. In `e2` it unfolded the energy and the atom count, but left terms such as `![0, 0, -1] 2` standing, so it could not do the arithmetic. At the end of the proof it reduced `h2` to `![0, 0, 1] 2 ≤ ![1, 1, 0] 2`. This says 1 ≤ 0, but with the entries unevaluated `norm_num` did not see the contradiction, and the goal `False` remained.

The repair uses the fact that these entries equal their values by definition. In `e2`, `change` restates the goal as `(-1 : ℝ) + (1 + 1) = 1`, which Lean accepts by computing the entries, and `norm_num` then proves it. Likewise, `h3` restates `h2` as `(1 : ℝ) ≤ 0`, from which `norm_num` derives the contradiction that closes the proof.
